# Ward identity of the coherent potential approximation for real site levels

## A mismatched vertex can lose electrons

Take a random alloy of non-interacting electrons with Hermitian Hamiltonian H and resolvent G(z) = (z − H)⁻¹. Electron number is conserved, and the resolvent records this as

Σ_b |G_ab(z)|² = −Im G_aa(z) / Im z, where a and b label sites.

As z approaches the real axis where the local density of states is nonzero, the right side diverges.

An approximate theory averages the left side by summing ladder diagrams. If its vertex does not match its self-energy, the sum can stay finite at real energies, as though electrons leaked out of the alloy. In the coherent potential approximation (CPA), the Ward identity below supplies the match.

## The effective medium and its vertex

A site has real level v_i with concentration c_i ≥ 0, and Σ_i c_i = 1. It sits in a medium described by two complex numbers, the coherent potential s and the local Green function g. The site scatters relative to the medium with the t-matrix

t_i = (v_i − s) / (1 − (v_i − s) g).

The CPA chooses s so that the mean scattering vanishes, Σ_i c_i t_i = 0. Define

q = Σ_i c_i |t_i|²,  Λ = q / (1 + q|g|²).

Here q is the strength of one scattering event that acts on G and its conjugate together. Repeated scattering on the same site is already contained in t_i, so successive events must be on different sites. With A the band average of the propagator's squared modulus, the propagation between events is therefore A − |g|² and not A. The denominator of Λ accounts for the subtraction, since

q / (1 − q(A − |g|²)) = Λ / (1 − ΛA).

The Ward identity is

Im s = Λ Im g.

The medium's propagators are G_k = 1/(z − e_k − s), with real band energies e_k and real weights w_k. If also g = Σ_k w_k G_k, and A = Σ_k w_k |G_k|², two consequences follow:

- for Im z ≠ 0, A/(1 − ΛA) = −Im g / Im z;
- for real z with Im g ≠ 0, ΛA = 1.

The left side of the first is the closed form of the ladder sum A + AΛA + AΛAΛA + …, and the result has the same form as the conservation law at the start. The second is the diffusion pole.

## Derivation from a single site

Multiplying out the definition of t, with the index suppressed, gives

t = (v − s)(1 + tg).

Multiply by the complex conjugate of 1 + tg. The left side becomes t + |t|² g*, and the right side (v − s)|1 + tg|². As v is real, the imaginary part is

Im t − |t|² Im g = −Im s |1 + tg|².  (1)

Next expand the square:

|1 + t_i g|² = 1 + 2 Re(t_i g) + |t_i|²|g|².

In the average, the middle term is 2 Re(g Σ_i c_i t_i) = 0, so

Σ_i c_i |1 + t_i g|² = 1 + q|g|².  (2)

Average (1) over the alloy. The mean of Im t_i is zero, and (2) gives

−q Im g = −Im s (1 + q|g|²).

Since q ≥ 0, the bracket is at least 1, and division gives the Ward identity.

For the band, multiply (z − e_k − s) G_k = 1 by G_k* and take the imaginary part:

(Im z − Im s)|G_k|² = −Im G_k.

Summing with the weights w_k gives Im g = (Im s − Im z) A. Substituting Im s = Λ Im g,

(1 − ΛA) Im g = −A Im z.  (3)

Let Im z ≠ 0. If 1 − ΛA were zero, (3) would force A = 0, and then 1 − ΛA = 1, a contradiction. So the division is allowed and gives the ladder sum. For real z the right side of (3) is zero, and Im g ≠ 0 leaves ΛA = 1.

## Levels ±1 at the band centre

Take v = 1 and v = −1 with concentration 1/2 each, band energies 1 and −1 with weight 1/2 each, and z = 0. At exactly z = 0 the CPA condition and the band average do not fix s by themselves. We take s = −i, g = −i/2, the limit of the retarded solution as z approaches 0 from the upper half-plane. For v = 1,

t = (1 + i) / (1 − (1 + i)(−i/2)) = (1 + i) / ((1 + i)/2) = 2,

and likewise t = −2 for v = −1. The mean vanishes, q = 4, |g|² = 1/4 and Λ = 4/(1 + 1) = 2. Then Λ Im g = −1 = Im s.

The propagators are (−1 − i)/2 and (1 − i)/2. Their mean is −i/2 = g, and both have squared modulus 1/2, so A = 1/2 and ΛA = 1.

Had we used the lowest-order vertex, the mean of v², which is 1, the ladder sum would have been (1/2)/(1 − 1/2) = 1, finite where it should diverge.

## An unconverged coherent potential

Keep the same alloy and g = −i/2, but set s = 0 without recomputing g from the band. Then t = ±4/5 − 2i/5, with mean −2i/5. Now q = 4/5 and Λ = (4/5)/(1 + 1/5) = 2/3, so Λ Im g = −1/3 while Im s = 0. The identity fails.

With m the mean of t_i, repeating the averaging shows that the identity needs exactly

Im m + 2 Im s Re(mg) = 0.

Zero mean guarantees this; here the left side is −2/5.

## How the Lean statements encode the model

`IsCPA c v s g` collects the conditions on the alloy: nonnegative concentrations with sum one, a nonzero denominator for every t-matrix, and zero mean. The levels have type `ι → ℝ`, which is how their reality enters; a complex level would describe absorption or gain. The functions `tMatrix`, `meanSq` and `vertex` are t, the weighted mean square and Λ.

`ward_identity` reads: if `IsCPA c v s g` holds, then Im s equals Λ times Im g. It mentions neither z nor a band, so g can be any complex number that meets the condition, including zero. In that case t_i = v_i − s, and zero mean makes s real.

`IsBandAverage w e z s G g` says that each `G k` inverts z − e_k − s and that g is their weighted sum. Writing the inverse as a product equal to 1 excludes a vanishing denominator. The weights need only be real; a physical band has nonnegative weights with sum one. No sign of Im z or Im g is prescribed, so retarded and advanced functions are treated alike.

`ladder_sum` gives the nonzero denominator and the value of the quotient. It concerns the closed form A/(1 − ΛA), and convergence of the geometric series is a separate question. `diffusion_pole` is the real-energy case.

The model has finitely many levels and band energies, one orbital per site, and disorder in the site levels only. A solution s is assumed and not constructed. The ladder sum treated here is the uniform one, built from G and its conjugate at one energy; conductivities and finite wave vectors do not enter. For this one-orbital model, comparing Im s with Λ Im g gives a CPA program a simple check of its solution. The check is necessary but not sufficient: when s and g are both real, it passes even if the mean t-matrix is not zero.

## The complete file

```lean
import Mathlib

open Finset

namespace CPAWardIdentity

noncomputable section

variable {ι κ : Type*} [Fintype ι] [Fintype κ]

/-- The single-site t-matrix of a level `v` in a medium with coherent potential `s` and local
Green function `g`, defined where `1 - (v - s) g` is nonzero. -/
def tMatrix (v : ℝ) (s g : ℂ) : ℂ := ((v : ℂ) - s) / (1 - ((v : ℂ) - s) * g)

/-- The weighted sum of the squared modulus of a complex quantity, which is its mean when the
weights `c` are nonnegative and sum to one. -/
def meanSq (c : ι → ℝ) (t : ι → ℂ) : ℝ := ∑ i, c i * ‖t i‖ ^ 2

/-- The CPA vertex `q / (1 + q |g|²)`, with `q` the mean of `|t_i|²`, defined where
`1 + q |g|²` is nonzero. -/
def vertex (c v : ι → ℝ) (s g : ℂ) : ℝ :=
  meanSq c (fun i => tMatrix (v i) s g) /
    (1 + meanSq c (fun i => tMatrix (v i) s g) * ‖g‖ ^ 2)

/-- The CPA condition: the concentrations are nonnegative and sum to one, every site has a
non-singular t-matrix, and the mean t-matrix vanishes. -/
structure IsCPA (c v : ι → ℝ) (s g : ℂ) : Prop where
  nonneg : ∀ i, 0 ≤ c i
  sum_one : ∑ i, c i = 1
  regular : ∀ i, 1 - ((v i : ℂ) - s) * g ≠ 0
  mean_zero : ∑ i, (c i : ℂ) * tMatrix (v i) s g = 0

/-- The local Green function `g` is the average, with real weights `w`, of the propagators
`G k` of the medium, which invert `z - e k - s` for the band energies `e k`. -/
structure IsBandAverage (w e : κ → ℝ) (z s : ℂ) (G : κ → ℂ) (g : ℂ) : Prop where
  resolvent : ∀ k, (z - (e k : ℂ) - s) * G k = 1
  average : g = ∑ k, (w k : ℂ) * G k

/-- Single-site optical identity: for a real level with non-singular t-matrix,
`Im t - |t|² Im g = -Im s |1 + t g|²`. -/
theorem single_site_optical {v : ℝ} {s g : ℂ} (h : 1 - ((v : ℂ) - s) * g ≠ 0) :
    (tMatrix v s g).im - ‖tMatrix v s g‖ ^ 2 * g.im
      = -s.im * ‖1 + tMatrix v s g * g‖ ^ 2 := by
  have h1 : tMatrix v s g * (1 - ((v : ℂ) - s) * g) = (v : ℂ) - s := by
    unfold tMatrix
    exact div_mul_cancel₀ _ h
  -- the Dyson form of the t-matrix
  have ht : tMatrix v s g = ((v : ℂ) - s) * (1 + tMatrix v s g * g) := by
    linear_combination h1
  clear h1
  generalize tMatrix v s g = t at ht ⊢
  have hre := congrArg Complex.re ht
  have him := congrArg Complex.im ht
  simp only [Complex.mul_re, Complex.mul_im, Complex.add_re, Complex.add_im, Complex.sub_re,
    Complex.sub_im, Complex.one_re, Complex.one_im, Complex.ofReal_re,
    Complex.ofReal_im] at hre him
  simp only [Complex.sq_norm, Complex.normSq_apply, Complex.mul_re, Complex.mul_im,
    Complex.add_re, Complex.add_im, Complex.one_re, Complex.one_im]
  linear_combination (1 + (t.re * g.re - t.im * g.im)) * him
    - (t.re * g.im + t.im * g.re) * hre

/-- If the weights sum to one and the scattering amplitudes `t i` have zero mean, the mean of
`|1 + t_i g|²` is `1 + q |g|²`, with `q` the mean of `|t_i|²`. -/
theorem mean_enhancement {c : ι → ℝ} {t : ι → ℂ} (g : ℂ) (hc : ∑ i, c i = 1)
    (h0 : ∑ i, (c i : ℂ) * t i = 0) :
    ∑ i, c i * ‖1 + t i * g‖ ^ 2 = 1 + meanSq c t * ‖g‖ ^ 2 := by
  -- the interference term averages to zero
  have hre : ∑ i, c i * (t i * g).re = 0 := by
    have h1 : (∑ i, (c i : ℂ) * t i) * g = 0 := by rw [h0, zero_mul]
    rw [Finset.sum_mul] at h1
    have h2 := congrArg Complex.re h1
    rw [Complex.re_sum, Complex.zero_re] at h2
    rw [← h2]
    refine Finset.sum_congr rfl fun i _ => ?_
    rw [mul_assoc, Complex.re_ofReal_mul]
  have hexp : ∀ i, c i * ‖1 + t i * g‖ ^ 2
      = c i + 2 * (c i * (t i * g).re) + c i * ‖t i‖ ^ 2 * ‖g‖ ^ 2 := by
    intro i
    simp only [Complex.sq_norm, Complex.normSq_apply, Complex.mul_re, Complex.mul_im,
      Complex.add_re, Complex.add_im, Complex.one_re, Complex.one_im]
    ring
  rw [Finset.sum_congr rfl fun i _ => hexp i, Finset.sum_add_distrib,
    Finset.sum_add_distrib, ← Finset.mul_sum, ← Finset.sum_mul, hc, hre]
  unfold meanSq
  ring

/-- Ward identity of the CPA: under the CPA condition with real site levels,
`Im s = q Im g / (1 + q |g|²)`, that is, the vertex times `Im g`. -/
theorem ward_identity {c v : ι → ℝ} {s g : ℂ} (h : IsCPA c v s g) :
    s.im = vertex c v s g * g.im := by
  have hm := mean_enhancement g h.sum_one h.mean_zero
  have him : ∑ i, c i * (tMatrix (v i) s g).im = 0 := by
    have h2 := congrArg Complex.im h.mean_zero
    rw [Complex.im_sum, Complex.zero_im] at h2
    rw [← h2]
    exact Finset.sum_congr rfl fun i _ => (Complex.im_ofReal_mul _ _).symm
  -- average the single-site optical identity over the alloy
  have hsum : ∑ i, (c i * (tMatrix (v i) s g).im - c i * ‖tMatrix (v i) s g‖ ^ 2 * g.im)
      = ∑ i, -s.im * (c i * ‖1 + tMatrix (v i) s g * g‖ ^ 2) := by
    refine Finset.sum_congr rfl fun i _ => ?_
    linear_combination c i * single_site_optical (h.regular i)
  rw [Finset.sum_sub_distrib, ← Finset.sum_mul, ← Finset.mul_sum, him, hm] at hsum
  have hq : 0 ≤ meanSq c (fun i => tMatrix (v i) s g) :=
    Finset.sum_nonneg fun i _ => mul_nonneg (h.nonneg i) (sq_nonneg _)
  have hpos : 0 < 1 + meanSq c (fun i => tMatrix (v i) s g) * ‖g‖ ^ 2 := by positivity
  change 0 - meanSq c (fun i => tMatrix (v i) s g) * g.im = _ at hsum
  unfold vertex
  rw [div_mul_eq_mul_div, eq_div_iff hpos.ne']
  linear_combination hsum

/-- For a band average, `Im g = (Im s - Im z) A`, with `A` the average of `|G_k|²`. -/
theorem band_optical {w e : κ → ℝ} {z s g : ℂ} {G : κ → ℂ}
    (h : IsBandAverage w e z s G g) : g.im = (s.im - z.im) * meanSq w G := by
  have hk : ∀ k, (G k).im = (s.im - z.im) * ‖G k‖ ^ 2 := by
    intro k
    have hre := congrArg Complex.re (h.resolvent k)
    have him := congrArg Complex.im (h.resolvent k)
    simp only [Complex.mul_re, Complex.mul_im, Complex.sub_re, Complex.sub_im,
      Complex.one_re, Complex.one_im, Complex.ofReal_re, Complex.ofReal_im] at hre him
    rw [Complex.sq_norm, Complex.normSq_apply]
    linear_combination (G k).re * him - (G k).im * hre
  rw [h.average, Complex.im_sum, meanSq, Finset.mul_sum]
  refine Finset.sum_congr rfl fun k _ => ?_
  rw [Complex.im_ofReal_mul, hk k]
  ring

/-- When `g` meets the CPA condition and is the band average at energy `z`, the ladder sum
`A / (1 - Λ A)` equals `-Im g / Im z` for `Im z ≠ 0`, and its denominator is nonzero. Here `Λ`
is the vertex and `A` the average of `|G_k|²`. -/
theorem ladder_sum {c v : ι → ℝ} {w e : κ → ℝ} {z s g : ℂ} {G : κ → ℂ}
    (h : IsCPA c v s g) (hb : IsBandAverage w e z s G g) (hz : z.im ≠ 0) :
    1 - vertex c v s g * meanSq w G ≠ 0 ∧
      meanSq w G / (1 - vertex c v s g * meanSq w G) = -g.im / z.im := by
  have h1 := ward_identity h
  have h2 := band_optical hb
  have key : (1 - vertex c v s g * meanSq w G) * g.im = -(meanSq w G * z.im) := by
    linear_combination h2 + meanSq w G * h1
  have hne : 1 - vertex c v s g * meanSq w G ≠ 0 := by
    intro h0
    rw [h0, zero_mul] at key
    have hA : meanSq w G = 0 :=
      (mul_eq_zero.mp (neg_eq_zero.mp key.symm)).resolve_right hz
    rw [hA, mul_zero, sub_zero] at h0
    exact one_ne_zero h0
  refine ⟨hne, ?_⟩
  rw [div_eq_div_iff hne hz]
  linear_combination key

/-- When `g` meets the CPA condition and is the band average at a real energy, and
`Im g ≠ 0`, the vertex times the average of `|G_k|²` is exactly one. -/
theorem diffusion_pole {c v : ι → ℝ} {w e : κ → ℝ} {z s g : ℂ} {G : κ → ℂ}
    (h : IsCPA c v s g) (hb : IsBandAverage w e z s G g) (hz : z.im = 0) (hg : g.im ≠ 0) :
    vertex c v s g * meanSq w G = 1 := by
  have h1 := ward_identity h
  have h2 := band_optical hb
  apply mul_right_cancel₀ hg
  linear_combination -h2 - meanSq w G * h1 + meanSq w G * hz

/-- An equal mixture of levels `1` and `-1` on a band with energies `1` and `-1` meets the CPA
condition and the band average at `z = 0`, with `s = -i` and `g = -i/2`. -/
theorem isCPA_isBandAverage_witness :
    IsCPA (fun _ : Fin 2 => (1 / 2 : ℝ)) ![1, -1] ⟨0, -1⟩ ⟨0, -1 / 2⟩ ∧
    IsBandAverage (fun _ : Fin 2 => (1 / 2 : ℝ)) ![1, -1] 0 ⟨0, -1⟩
      ![⟨-1 / 2, -1 / 2⟩, ⟨1 / 2, -1 / 2⟩] ⟨0, -1 / 2⟩ := by
  have hd : ∀ x : ℝ, (1 : ℂ) - ((x : ℂ) - ⟨0, -1⟩) * ⟨0, -1 / 2⟩ ≠ 0 := by
    intro x h
    have h1 := congrArg Complex.re h
    norm_num [Complex.mul_re, Complex.sub_re, Complex.sub_im] at h1
  -- the two t-matrices are 2 and -2
  have h1 : tMatrix 1 ⟨0, -1⟩ ⟨0, -1 / 2⟩ = 2 := by
    unfold tMatrix
    rw [div_eq_iff (hd 1)]
    apply Complex.ext <;> norm_num [Complex.mul_re, Complex.mul_im]
  have h2 : tMatrix (-1) ⟨0, -1⟩ ⟨0, -1 / 2⟩ = -2 := by
    unfold tMatrix
    rw [div_eq_iff (hd (-1))]
    apply Complex.ext <;> norm_num [Complex.mul_re, Complex.mul_im]
  refine ⟨⟨fun _ => by norm_num, by norm_num, fun i => hd _, ?_⟩, ⟨?_, ?_⟩⟩
  · rw [Fin.sum_univ_two]
    change ((1 / 2 : ℝ) : ℂ) * tMatrix 1 ⟨0, -1⟩ ⟨0, -1 / 2⟩
      + ((1 / 2 : ℝ) : ℂ) * tMatrix (-1) ⟨0, -1⟩ ⟨0, -1 / 2⟩ = 0
    rw [h1, h2]
    ring
  · intro k
    fin_cases k <;> apply Complex.ext <;> norm_num [Complex.mul_re, Complex.mul_im]
  · rw [Fin.sum_univ_two]
    apply Complex.ext <;> norm_num [Complex.mul_re, Complex.mul_im]

end

end CPAWardIdentity
```

```lean
#print axioms CPAWardIdentity.ward_identity
-- 'CPAWardIdentity.ward_identity' depends on axioms: [propext, Classical.choice, Quot.sound]
#print axioms CPAWardIdentity.ladder_sum
-- 'CPAWardIdentity.ladder_sum' depends on axioms: [propext, Classical.choice, Quot.sound]
#print axioms CPAWardIdentity.diffusion_pole
-- 'CPAWardIdentity.diffusion_pole' depends on axioms: [propext, Classical.choice, Quot.sound]
```

## From the optical identities to the pole

`single_site_optical` is equation (1). It first recovers t = (v − s)(1 + tg) as `ht`, then replaces the t-matrix by a plain complex number t, because only this relation is used from there on. The relation is split into real and imaginary parts, `hre` and `him`. The final `linear_combination` weights `him` by the real part of 1 + tg and `hre` by minus its imaginary part, which is multiplication by the conjugate followed by taking the imaginary part.

`mean_enhancement` is equation (2). Its step `hre` shows that the interference term averages to zero, and `hexp` expands the square site by site. It holds for any amplitudes of zero mean, with no reference to how they arise from levels.

`ward_identity` averages (1) in `hsum`, with `him` removing the mean of Im t_i and `hm` inserting (2). Nonnegative concentrations give `hq`, that is q ≥ 0, and hence the positive denominator `hpos` that permits the division.

`band_optical` treats each propagator in `hk`, where the coefficients in `linear_combination` are those of multiplication by G_k*. It then sums over k.

In `ladder_sum`, `key` is equation (3), and `hne` is the argument by contradiction that the denominator is nonzero. The equality of fractions then reduces to `key`. `diffusion_pole` combines the same two identities at Im z = 0 and cancels the factor Im g.

`isCPA_isBandAverage_witness` verifies that the two-level example satisfies both sets of conditions. Its step `hd` uses the fact that, for these s and g, the denominator of the t-matrix has real part 1/2 for every real level. The t-matrices 2 and −2 follow in `h1` and `h2`. Since z = 0 is real and Im g = −1/2, the example meets all the hypotheses of `diffusion_pole`.
